# Bonnet's three-term recursion for the Legendre polynomials

The Legendre polynomials give the dependence on the polar angle, with x = cos θ, of angular-momentum states with m = 0. Here they are defined by P₀ = 1, P₁ = x and a recursion that divides by n + 2, which gives them the usual scaling Pₙ(1) = 1 and not unit norm. The theorem `bonnet` states the same recursion with the denominator cleared, (n+2) Pₙ₊₂ = (2n+3) x Pₙ₊₁ − (n+1) Pₙ, as an identity of real polynomials for every natural number n. The proof first shows, as `hc`, that n + 2 times the constant polynomial 1/(n+2) is 1, then unfolds the definition and finishes with `linear_combination`.

The first attempt, which Lean rejects:

```lean
import Mathlib

open Polynomial

namespace Bonnet

noncomputable section

/-- The Legendre polynomials, generated from `1` and `x` by the three-term recursion. -/
def legendreP : ℕ → ℝ[X]
  | 0 => 1
  | 1 => X
  | n + 2 => (1 / ((n : ℝ) + 2)) •
      ((2 * (n : ℝ) + 3) • (X * legendreP (n + 1)) - ((n : ℝ) + 1) • legendreP n)

/-- The Bonnet recursion `(n+2) P_(n+2) = (2n+3) x P_(n+1) - (n+1) P_n`. -/
theorem bonnet (n : ℕ) : ((n : ℝ[X]) + 2) * legendreP (n + 2) =
    (2 * (n : ℝ[X]) + 3) * (X * legendreP (n + 1)) - ((n : ℝ[X]) + 1) * legendreP n := by
  have hc : ((n : ℝ[X]) + 2) * C (1 / ((n : ℝ) + 2)) = 1 := by
    rw [show ((n : ℝ[X]) + 2) = C ((n : ℝ) + 2) by simp, ← C_mul,
      mul_one_div_cancel (by positivity), C_1]
  rw [legendreP]
  simp only [smul_eq_C_mul, map_add, map_mul, map_natCast, map_ofNat, map_one]
  linear_combination ((2 * (n : ℝ[X]) + 3) * (X * legendreP (n + 1))
    - ((n : ℝ[X]) + 1) * legendreP n) * hc

end

end Bonnet
```

The compiler's answer:

```
Main.lean:20:8: error: unsolved goals
n : ℕ
⊢ 2 = C 2
```

The error lies in the small equation inside `hc`, which says that the polynomial `n + 2` is the constant polynomial `C ((n : ℝ) + 2)`. The call to `simp` reduced this to `2 = C 2` and stopped there. The `2` on the left is the numeral in `ℝ[X]`, while `C 2` is the real number 2 made into a constant polynomial. The two are equal, but `simp` as called did not rewrite one into the other.

The repair names the lemmas needed. `map_add` splits `C` over the sum, `map_natCast` turns `C` of the cast `n` into the cast `n` in `ℝ[X]`, and `map_ofNat` turns `C 2` into `2`, which is the step that was missing. Both sides are then `n + 2` and the goal closes. The new line break is only layout.

As a diff, the version that Lean accepts:

```diff
@@ -18,5 +18,6 @@
     (2 * (n : ℝ[X]) + 3) * (X * legendreP (n + 1)) - ((n : ℝ[X]) + 1) * legendreP n := by
   have hc : ((n : ℝ[X]) + 2) * C (1 / ((n : ℝ) + 2)) = 1 := by
-    rw [show ((n : ℝ[X]) + 2) = C ((n : ℝ) + 2) by simp, ← C_mul,
+    rw [show ((n : ℝ[X]) + 2) = C ((n : ℝ) + 2) by
+      simp only [map_add, map_natCast, map_ofNat], ← C_mul,
       mul_one_div_cancel (by positivity), C_1]
   rw [legendreP]
```
